# Two-Stage Delayed Rejection Satisfies Detailed Balance on a Finite State Space

Let p be a positive weight on a finite set of states, and let both proposal rules be normalised probabilities. A Metropolis-Hastings step that answers a first rejection with a second proposal, accepted according to the ratio of path flows defined below, then has a transition matrix with nonnegative entries and unit row sums. This matrix obeys detailed balance with respect to p.

## A second attempt before the clock advances

In an ordinary Metropolis-Hastings step, a rejected proposal leaves the system where it was, and that state is counted again. Delayed rejection makes another proposal first. The second proposal may depend on the state that was just refused, so a large trial displacement can be followed by a smaller one.

For a lattice model or another system with finitely many configurations, p(x) can be the Boltzmann factor exp(−E(x)/k_BT). The result then says that the second attempt, with the right acceptance rule, leaves the Boltzmann distribution stationary.

The second acceptance cannot in general be the ordinary one for a move from x to z. The system reaches the second stage only if y was proposed and refused, and the probability of that can differ between a start at x and a start at z. The acceptance rule used here compensates for this difference on each path.

## Flows along a path with a rejected middle state

Write q₁(x,y) for the probability of proposing y from x at the first stage. It is accepted with probability

a(x,y) = min(1, p(y)q₁(y,x) / (p(x)q₁(x,y))).

If y is refused, z is proposed with probability q₂(x,y,z). The flow along this path is

F(x,y,z) = p(x) q₁(x,y) (1 − a(x,y)) q₂(x,y,z).

The reverse path starts at z, has the same y refused, and proposes x. Its flow is F(z,y,x), and the second acceptance is

b(x,y,z) = min(1, F(z,y,x) / F(x,y,z)).

With p positive, a branch whose forward flow is zero is never taken, so the value given to its acceptance has no effect on the transition matrix.

The probability of accepting a proposal z from x, at either stage, is

M(x,z) = q₁(x,z) a(x,z) + Σ_y q₁(x,y) (1 − a(x,y)) q₂(x,y,z) b(x,y,z).

The probability that both proposals are refused is

R(x) = Σ_y q₁(x,y) (1 − a(x,y)) Σ_z q₂(x,y,z) (1 − b(x,y,z)).

The full transition probability K(x,z) equals M(x,z) for z ≠ x, and K(x,x) = M(x,x) + R(x).

## What the Lean statement says

The type `S` with `Fintype S` is the finite set of configurations. The functions `p`, `q₁` and `q₂` are real-valued, and `firstAccept`, `pathFlow`, `secondAccept`, `move`, `reject` and `kernel` are a, F, b, M, R and K. Both acceptances come from one function, `accept u v`, whose arguments are the forward and the backward flow.

`IsStochastic k` means that all entries of k are nonnegative and each row sums to one. The theorem `delayed_rejection` has three hypotheses:

- `hp`: every weight p(x) is positive. The weights need not sum to one, since only their ratios enter the acceptances.
- `h₁`: q₁(x,·) is a probability distribution for every x.
- `h₂`: q₂(x,y,·) is a probability distribution for every x and every y.

Its conclusion is that K is stochastic and that p(x)K(x,z) = p(z)K(z,x) for all x and z. Summing this equation over x gives Σ_x p(x)K(x,z) = p(z), which is stationarity.

Detailed balance does not imply that the chain can reach every state, so convergence from an arbitrary start needs a further condition on the proposals. Continuous coordinates, where the proposals are densities, and schemes with more than two stages are not treated.

## Detailed balance from the smaller of two flows

For u ≥ 0 and v ≥ 0, the acceptance rule satisfies

u · min(1, v/u) = min(u, v).

For u > 0 this follows by taking u inside the minimum. For u = 0 both sides are zero.

Since a ≤ 1, every factor of F is nonnegative, and so is F. Now multiply M(x,z) by p(x). The first term becomes a forward flow p(x)q₁(x,z) times its acceptance, and each term of the sum becomes F(x,y,z) b(x,y,z). Applying the identity to each gives

p(x)M(x,z) = min(p(x)q₁(x,z), p(z)q₁(z,x)) + Σ_y min(F(x,y,z), F(z,y,x)).

Exchanging x and z only swaps the arguments of each minimum, so p(x)M(x,z) = p(z)M(z,x). For x ≠ z this is detailed balance for K, and for x = z there is nothing to show.

## Every branch is counted once

All entries of K are nonnegative because a and b lie between 0 and 1. For the row sum, fix x and a refused y. The second stage either accepts or refuses its proposal, so

Σ_z q₂(x,y,z) [b(x,y,z) + 1 − b(x,y,z)] = Σ_z q₂(x,y,z) = 1.

Adding all branches then gives

Σ_z K(x,z) = Σ_y q₁(x,y) a(x,y) + Σ_y q₁(x,y) (1 − a(x,y)) = Σ_y q₁(x,y) = 1.

## The largest pathwise acceptance, and a bound on the mean squared jump

Suppose another second-stage rule α ≤ 1 balances each path with its reverse, while the first stage stays the same:

F(x,y,z) α(x,y,z) = F(z,y,x) α(z,y,x).

The right side is at most F(z,y,x). If F(x,y,z) > 0, division gives α(x,y,z) ≤ F(z,y,x)/F(x,y,z). Together with α ≤ 1 this means α(x,y,z) ≤ b(x,y,z). The comparison covers only rules that balance path by path, and not those that balance only after summation over y.

The second stage and the diagonal term add nonnegative amounts to the first-stage part, hence

K(x,z) ≥ q₁(x,z) a(x,z).

Multiplying by p(x)(f(z) − f(x))² and summing over x and z shows that, for any real observable f, the weighted squared jump is at least that of the first stage alone. Refusals in the one-stage chain add nothing to its squared jump, because then z = x. For a nonempty state space, dividing both sides by Σ_x p(x) turns them into equilibrium mean squared jumps per step. The inequality does not account for the computing time of the second proposal.

## Definitions and theorems in Lean

```lean
import Mathlib

open Finset

namespace DelayedRejection

noncomputable section

variable {S : Type*} [Fintype S]

/-- A transition rule on a finite state space: nonnegative probabilities with unit row sums. -/
def IsStochastic (k : S → S → ℝ) : Prop :=
  (∀ x y, 0 ≤ k x y) ∧ ∀ x, ∑ y, k x y = 1

/-- Metropolis-Hastings acceptance `min(1, v/u)` for forward flow `u` and backward flow `v`;
its domain is `u ≠ 0`, that is, moves that are actually proposed. -/
def accept (u v : ℝ) : ℝ := min 1 (v / u)

/-- First-stage acceptance of a proposed move from `x` to `y`,
for `p x * q₁ x y ≠ 0`. -/
def firstAccept (p : S → ℝ) (q₁ : S → S → ℝ) (x y : S) : ℝ :=
  accept (p x * q₁ x y) (p y * q₁ y x)

/-- The flow `F(x,y,z)`: start at `x` with weight `p x`, propose `y`, reject it,
then propose `z`. -/
def pathFlow (p : S → ℝ) (q₁ : S → S → ℝ) (q₂ : S → S → S → ℝ) (x y z : S) : ℝ :=
  p x * q₁ x y * (1 - firstAccept p q₁ x y) * q₂ x y z

/-- Second-stage acceptance `min(1, F(z,y,x)/F(x,y,z))` of `z` after `y` was rejected,
for `F(x,y,z) ≠ 0`. -/
def secondAccept (p : S → ℝ) (q₁ : S → S → ℝ) (q₂ : S → S → S → ℝ) (x y z : S) : ℝ :=
  accept (pathFlow p q₁ q₂ x y z) (pathFlow p q₁ q₂ z y x)

/-- Probability that a proposal `z` is accepted from `x`, at the first stage or
at the second stage after any rejected `y`. -/
def move (p : S → ℝ) (q₁ : S → S → ℝ) (q₂ : S → S → S → ℝ) (x z : S) : ℝ :=
  q₁ x z * firstAccept p q₁ x z +
    ∑ y, q₁ x y * (1 - firstAccept p q₁ x y) * q₂ x y z * secondAccept p q₁ q₂ x y z

/-- Probability that both proposals made from `x` are rejected. -/
def reject (p : S → ℝ) (q₁ : S → S → ℝ) (q₂ : S → S → S → ℝ) (x : S) : ℝ :=
  ∑ y, q₁ x y * (1 - firstAccept p q₁ x y) *
    ∑ z, q₂ x y z * (1 - secondAccept p q₁ q₂ x y z)

variable {p : S → ℝ} {q₁ : S → S → ℝ} {q₂ : S → S → S → ℝ}

/-- For nonnegative flows, the accepted part of the forward flow is the smaller of
the forward and backward flows. -/
theorem accept_flow {u v : ℝ} (hu : 0 ≤ u) (hv : 0 ≤ v) : u * accept u v = min u v := by
  rcases hu.eq_or_lt with h | h
  · rw [← h, zero_mul, min_eq_left hv]
  · have h' : u ≠ 0 := h.ne'
    have hc : u * (v / u) = v := by field_simp
    rw [accept, mul_min_of_nonneg _ _ hu, mul_one, hc]

/-- For positive weights and stochastic proposals, the flow along every
delayed-rejection path is nonnegative. -/
theorem pathFlow_nonneg (hp : ∀ x, 0 < p x) (h₁ : IsStochastic q₁)
    (h₂ : ∀ x, IsStochastic (q₂ x)) (x y z : S) : 0 ≤ pathFlow p q₁ q₂ x y z :=
  mul_nonneg (mul_nonneg (mul_nonneg (hp x).le (h₁.1 x y))
    (sub_nonneg.2 (min_le_left _ _))) ((h₂ x).1 y z)

/-- For positive weights and stochastic proposals, the accepted flow from `x` to `z` is the
smaller of the two direct flows plus, for each rejected `y`, the smaller of the two path flows. -/
theorem move_flow (hp : ∀ x, 0 < p x) (h₁ : IsStochastic q₁)
    (h₂ : ∀ x, IsStochastic (q₂ x)) (x z : S) :
    p x * move p q₁ q₂ x z = min (p x * q₁ x z) (p z * q₁ z x) +
      ∑ y, min (pathFlow p q₁ q₂ x y z) (pathFlow p q₁ q₂ z y x) := by
  rw [move, mul_add, ← mul_assoc, Finset.mul_sum]
  refine congrArg₂ (· + ·) ?_ (Finset.sum_congr rfl fun y _ => ?_)
  · exact accept_flow (mul_nonneg (hp x).le (h₁.1 x z)) (mul_nonneg (hp z).le (h₁.1 z x))
  · calc p x * (q₁ x y * (1 - firstAccept p q₁ x y) * q₂ x y z * secondAccept p q₁ q₂ x y z)
        = pathFlow p q₁ q₂ x y z * secondAccept p q₁ q₂ x y z := by rw [pathFlow]; ring
      _ = _ := accept_flow (pathFlow_nonneg hp h₁ h₂ x y z) (pathFlow_nonneg hp h₁ h₂ z y x)

/-- For positive weights and stochastic proposals, no second-stage rule `α ≤ 1` that balances
each path with its reverse accepts a path of positive flow more often than `secondAccept`. -/
theorem secondAccept_optimal (hp : ∀ x, 0 < p x) (h₁ : IsStochastic q₁)
    (h₂ : ∀ x, IsStochastic (q₂ x)) (α : S → S → S → ℝ) (hα : ∀ x y z, α x y z ≤ 1)
    (hbal : ∀ x y z, pathFlow p q₁ q₂ x y z * α x y z = pathFlow p q₁ q₂ z y x * α z y x)
    {x y z : S} (hF : 0 < pathFlow p q₁ q₂ x y z) :
    α x y z ≤ secondAccept p q₁ q₂ x y z := by
  refine le_min (hα x y z) ((le_div_iff₀ hF).2 ?_)
  -- the balanced flow cannot exceed the whole backward flow
  have h := mul_le_mul_of_nonneg_left (hα z y x) (pathFlow_nonneg hp h₁ h₂ z y x)
  linarith [hbal x y z, mul_comm (α x y z) (pathFlow p q₁ q₂ x y z)]

variable [DecidableEq S]

/-- The delayed-rejection kernel: accepted moves, plus staying at `x` when both
proposals are rejected. -/
def kernel (p : S → ℝ) (q₁ : S → S → ℝ) (q₂ : S → S → S → ℝ) (x z : S) : ℝ :=
  move p q₁ q₂ x z + if x = z then reject p q₁ q₂ x else 0

/-- For positive weights and stochastic proposals, each transition of the combined kernel is at
least as probable as its proposal and acceptance at the first stage. -/
theorem firstStage_le_kernel (hp : ∀ x, 0 < p x) (h₁ : IsStochastic q₁)
    (h₂ : ∀ x, IsStochastic (q₂ x)) (x z : S) :
    q₁ x z * firstAccept p q₁ x z ≤ kernel p q₁ q₂ x z := by
  have hr : ∀ y, 0 ≤ q₁ x y * (1 - firstAccept p q₁ x y) := fun y =>
    mul_nonneg (h₁.1 x y) (sub_nonneg.2 (min_le_left _ _))
  have hs : 0 ≤ ∑ y, q₁ x y * (1 - firstAccept p q₁ x y) * q₂ x y z *
      secondAccept p q₁ q₂ x y z :=
    Finset.sum_nonneg fun y _ => mul_nonneg (mul_nonneg (hr y) ((h₂ x).1 y z))
      (le_min zero_le_one
        (div_nonneg (pathFlow_nonneg hp h₁ h₂ z y x) (pathFlow_nonneg hp h₁ h₂ x y z)))
  have hrej : 0 ≤ reject p q₁ q₂ x :=
    Finset.sum_nonneg fun y _ => mul_nonneg (hr y) (Finset.sum_nonneg fun w _ =>
      mul_nonneg ((h₂ x).1 y w) (sub_nonneg.2 (min_le_left _ _)))
  have hd : 0 ≤ if x = z then reject p q₁ q₂ x else 0 := by
    split_ifs
    · exact hrej
    · exact le_rfl
  rw [kernel, move]
  linarith

/-- With stochastic proposals, each row of the delayed-rejection kernel sums to one, for any real
weights `p`. -/
theorem kernel_row_sum (h₁ : IsStochastic q₁) (h₂ : ∀ x, IsStochastic (q₂ x)) (x : S) :
    ∑ z, kernel p q₁ q₂ x z = 1 := by
  have hdiag : ∑ z, (if x = z then reject p q₁ q₂ x else 0) = reject p q₁ q₂ x := by simp
  -- after rejecting y, the second stage either accepts or rejects
  have key : ∀ y, ∑ z, q₁ x y * (1 - firstAccept p q₁ x y) * q₂ x y z *
      secondAccept p q₁ q₂ x y z + q₁ x y * (1 - firstAccept p q₁ x y) *
        ∑ z, q₂ x y z * (1 - secondAccept p q₁ q₂ x y z) =
      q₁ x y * (1 - firstAccept p q₁ x y) := by
    intro y
    rw [Finset.mul_sum, ← Finset.sum_add_distrib]
    calc _ = ∑ z, q₁ x y * (1 - firstAccept p q₁ x y) * q₂ x y z :=
          Finset.sum_congr rfl fun z _ => by ring
      _ = _ := by rw [← Finset.mul_sum, (h₂ x).2 y, mul_one]
  have hsum := Finset.sum_congr (rfl : (Finset.univ : Finset S) = Finset.univ)
    fun y _ => key y
  rw [Finset.sum_add_distrib, Finset.sum_comm] at hsum
  have hfirst : ∑ y, q₁ x y * firstAccept p q₁ x y +
      ∑ y, q₁ x y * (1 - firstAccept p q₁ x y) = 1 := by
    rw [← Finset.sum_add_distrib]
    exact (Finset.sum_congr rfl fun y _ => by ring).trans (h₁.2 x)
  simp only [kernel, move, Finset.sum_add_distrib, hdiag]
  rw [reject]
  linarith

/-- Delayed rejection with positive weights and stochastic proposals gives a row-stochastic
kernel that obeys detailed balance for `p`. -/
theorem delayed_rejection (hp : ∀ x, 0 < p x) (h₁ : IsStochastic q₁)
    (h₂ : ∀ x, IsStochastic (q₂ x)) :
    IsStochastic (kernel p q₁ q₂) ∧
      ∀ x z, p x * kernel p q₁ q₂ x z = p z * kernel p q₁ q₂ z x := by
  refine ⟨⟨fun x z => ?_, kernel_row_sum h₁ h₂⟩, fun x z => ?_⟩
  · refine le_trans (mul_nonneg (h₁.1 x z) (le_min zero_le_one ?_))
      (firstStage_le_kernel hp h₁ h₂ x z)
    exact div_nonneg (mul_nonneg (hp z).le (h₁.1 z x)) (mul_nonneg (hp x).le (h₁.1 x z))
  · by_cases h : x = z
    · rw [h]
    · -- off the diagonal both flows are the same sum of minima
      simp only [kernel, if_neg h, if_neg (Ne.symm h), add_zero]
      rw [move_flow hp h₁ h₂ x z, move_flow hp h₁ h₂ z x]
      exact congrArg₂ (· + ·) (min_comm _ _) (Finset.sum_congr rfl fun y _ => min_comm _ _)

/-- For positive weights and stochastic proposals, the `p`-weighted squared jump of any
observable `f` is at least as large as that of the first stage alone. -/
theorem squared_jump_le (hp : ∀ x, 0 < p x) (h₁ : IsStochastic q₁)
    (h₂ : ∀ x, IsStochastic (q₂ x)) (f : S → ℝ) :
    ∑ x, ∑ z, p x * (q₁ x z * firstAccept p q₁ x z) * (f z - f x) ^ 2 ≤
      ∑ x, ∑ z, p x * kernel p q₁ q₂ x z * (f z - f x) ^ 2 :=
  Finset.sum_le_sum fun x _ => Finset.sum_le_sum fun z _ =>
    mul_le_mul_of_nonneg_right
      (mul_le_mul_of_nonneg_left (firstStage_le_kernel hp h₁ h₂ x z) (hp x).le) (sq_nonneg _)

end

end DelayedRejection
```

```lean
#print axioms DelayedRejection.secondAccept_optimal
-- 'DelayedRejection.secondAccept_optimal' depends on axioms: [propext, Classical.choice, Quot.sound]
#print axioms DelayedRejection.delayed_rejection
-- 'DelayedRejection.delayed_rejection' depends on axioms: [propext, Classical.choice, Quot.sound]
#print axioms DelayedRejection.squared_jump_le
-- 'DelayedRejection.squared_jump_le' depends on axioms: [propext, Classical.choice, Quot.sound]
```

## How the minima and branch sums appear in the code

`accept_flow` is the identity u · min(1, v/u) = min(u, v). The proof splits into u = 0 and u > 0. In the second case `mul_min_of_nonneg` takes u inside the minimum, and `field_simp` cancels it against the denominator.

`pathFlow_nonneg` multiplies the nonnegative factors of F. The bound a ≤ 1 is `min_le_left`, since a is a minimum with first entry 1.

`move_flow` is the formula for p(x)M(x,z). After p(x) has been distributed over the terms, `ring` regroups each second-stage term as F times b. `accept_flow` is then applied once to the direct flow and once to each path flow.

`secondAccept_optimal` uses `le_min` to ask for the two bounds α ≤ 1 and α ≤ F(z,y,x)/F(x,y,z). The lemma `le_div_iff₀` clears the positive denominator of the second bound. What remains follows from the balance condition `hbal` and from α ≤ 1 on the reverse path.

`firstStage_le_kernel` shows separately that the second-stage sum (`hs`) and the diagonal contribution (`hd`) are nonnegative. Both are dropped from K to leave the first-stage part.

`kernel_row_sum` follows the branch count. The step `key` merges second-stage acceptance and refusal for a fixed y, and `hfirst` does the same for the first stage. `Finset.sum_comm` exchanges the sums over y and z, because a row of K is summed over its final state z while `key` is organised by the refused state y. This theorem does not use positivity of p: the two outcomes of each stage add up to one whatever the acceptance values are.

`delayed_rejection` combines these results. Nonnegativity of K follows from `firstStage_le_kernel`, because the first-stage part is itself nonnegative, and the row sums come from `kernel_row_sum`. For detailed balance, `by_cases` separates x = z from x ≠ z. In the second case the refusal term vanishes, `move_flow` rewrites both sides as sums of minima, and `min_comm` matches them term by term.

`squared_jump_le` multiplies the inequality of `firstStage_le_kernel` by the nonnegative factors p(x) and (f(z) − f(x))², and then sums over both states.
